# One s state coupled to d degenerate p states has d − 1 zero-energy Kane bands when Pk ≠ 0

The p states are placed at energy zero and kept in one block of $d$ components, separate from the single s state at energy $E_g$. A state is thus a complex vector $\psi=(\psi_s;\psi_1,\dots,\psi_d)$, while the gap $E_g$, the Kane matrix element $P$ and the wave vector $k\in\mathbb R^d$ are real. Spin, spin-orbit coupling, the free-electron kinetic term and remote-band corrections are left out.

```lean
import Mathlib

open Matrix Polynomial

namespace KaneFlatBands

noncomputable section

variable {d : ℕ}
```

Mathlib supplies the linear algebra and polynomials. The number `d` is an arbitrary natural number; theorems that need $d\ge1$ either say so or obtain it from $k\neq0$.

```lean
/-- The squared length of the wave vector `k`. -/
def kSq (k : Fin d → ℝ) : ℝ := ∑ j, k j ^ 2
```

This is $|k|^2=\sum_j k_j^2$. The type `Fin d → ℝ` is a list of $d$ real components.

```lean
/-- The Kane Hamiltonian of one s state at energy `Eg` and `d` p states at energy zero,
coupled by `i P k`. -/
def kaneH (Eg P : ℝ) (k : Fin d → ℝ) : Matrix (Unit ⊕ Fin d) (Unit ⊕ Fin d) ℂ :=
  fromBlocks (of fun _ _ => (Eg : ℂ)) (of fun _ j => Complex.I * P * k j)
    (of fun i _ => -(Complex.I * P * k i)) 0
```

In ordinary notation,
$$H=\begin{pmatrix}E_g & iPk^T\\ -iPk & 0\end{pmatrix}.$$
The index type `Unit ⊕ Fin d` has one label for the s state, `Sum.inl ()`, and $d$ labels `Sum.inr j` for the p states. No sign is imposed on $E_g$.

```lean
/-- The vector with s amplitude `E` and p amplitudes `-i P k`. -/
def longitudinal (P : ℝ) (k : Fin d → ℝ) (E : ℂ) : Unit ⊕ Fin d → ℂ :=
  Sum.elim (fun _ => E) (fun j => -(Complex.I * P * k j))
```

This is the unnormalised vector $\phi_E=(E;-iPk)$, whose p part points along $k$.

```lean
/-- The Kane Hamiltonian is Hermitian. -/
theorem kaneH_isHermitian (Eg P : ℝ) (k : Fin d → ℝ) : (kaneH Eg P k).IsHermitian := by
  refine Matrix.ext fun i j => ?_
  rcases i with i | i <;> rcases j with j | j <;>
    simp [kaneH, Matrix.conjTranspose_apply]
```

Hermiticity is checked block by block: the conjugate of $iPk_j$ is $-iPk_j$, and the diagonal entries are real.

```lean
/-- Determinant identity for one level `a` coupled to `d` degenerate levels `x`. -/
theorem arrow_det {R : Type*} [CommRing R] (x a : R) (u v : Fin d → R) :
    x * (fromBlocks (of fun _ _ => a) (of fun _ j => u j) (of fun i _ => v i)
      (x • (1 : Matrix (Fin d) (Fin d) R)) : Matrix (Unit ⊕ Fin d) (Unit ⊕ Fin d) R).det
      = x ^ d * (a * x - ∑ j, u j * v j) := by
  -- a block triangular factor clears the lower left block
  have hMN : (fromBlocks (of fun _ _ => a) (of fun _ j => u j) (of fun i _ => v i)
        (x • (1 : Matrix (Fin d) (Fin d) R)) : Matrix (Unit ⊕ Fin d) (Unit ⊕ Fin d) R)
      * (fromBlocks (of fun _ _ => x) 0 (of fun i _ => -v i) 1 :
        Matrix (Unit ⊕ Fin d) (Unit ⊕ Fin d) R)
      = fromBlocks (of fun _ _ => a * x - ∑ j, u j * v j) (of fun _ j => u j) 0
        (x • (1 : Matrix (Fin d) (Fin d) R)) := by
    refine Matrix.ext fun i j => ?_
    rcases i with i | i <;> rcases j with j | j <;>
      simp [Matrix.mul_apply, Fintype.sum_sum_type, Matrix.one_apply, sub_eq_add_neg]
    ring
  have hd := congrArg Matrix.det hMN
  rw [det_mul, det_fromBlocks_zero₁₂, det_fromBlocks_zero₂₁] at hd
  simp only [det_unique, of_apply, det_one, det_smul, Fintype.card_fin, mul_one] at hd
  linear_combination hd
```

Let $M$ have corner $a$, row $u$, column $v$ and lower block $x\mathbf 1$. By hand,
$$M\begin{pmatrix}x&0\\-v&\mathbf 1\end{pmatrix}=\begin{pmatrix}ax-\sum_j u_jv_j&u\\0&x\mathbf 1\end{pmatrix}.$$
Taking determinants gives $x\det M=x^d(ax-\sum_j u_jv_j)$. In the proof, `hMN` is the matrix product and `hd` its determinant. Nothing is divided by $x$, so the identity holds in any commutative ring, including the polynomials used next.

```lean
/-- The characteristic polynomial of the Kane Hamiltonian with `d ≥ 1` p states is
`E^(d-1) (E (E - Eg) - P² |k|²)`. -/
theorem kaneH_charpoly (hd : 1 ≤ d) (Eg P : ℝ) (k : Fin d → ℝ) :
    (kaneH Eg P k).charpoly =
      X ^ (d - 1) * (X * (X - C (Eg : ℂ)) - C ((P ^ 2 * kSq k : ℝ) : ℂ)) := by
  obtain ⟨m, rfl⟩ : ∃ m, d = m + 1 := ⟨d - 1, by omega⟩
  have hM : charmatrix (kaneH Eg P k) =
      fromBlocks (of fun _ _ => X - C (Eg : ℂ))
        (of fun _ j => -C (Complex.I * P * k j)) (of fun i _ => C (Complex.I * P * k i))
        ((X : ℂ[X]) • (1 : Matrix (Fin (m + 1)) (Fin (m + 1)) ℂ[X])) := by
    refine Matrix.ext fun i j => ?_
    rcases i with i | i <;> rcases j with j | j <;>
      simp [charmatrix_apply, kaneH, Matrix.diagonal_apply, Matrix.one_apply]
  -- the products of the two couplings sum to `P² |k|²`
  have hs : ∑ j, (-C (Complex.I * P * k j)) * C (Complex.I * P * k j)
      = C ((P ^ 2 * kSq k : ℝ) : ℂ) := by
    simp only [kSq, Finset.mul_sum, Complex.ofReal_sum, map_sum]
    refine Finset.sum_congr rfl fun j _ => ?_
    rw [← C_neg, ← C_mul]
    congr 1
    push_cast
    linear_combination (-((P : ℂ) ^ 2 * (k j : ℂ) ^ 2)) * Complex.I_sq
  rw [Matrix.charpoly, hM]
  apply mul_left_cancel₀ (X_ne_zero (R := ℂ))
  rw [arrow_det, hs, Nat.add_sub_cancel]
  ring
```

For $d\ge1$ the theorem states
$$\det(E\mathbf 1-H)=E^{d-1}\bigl(E(E-E_g)-P^2|k|^2\bigr),$$
with Lean's `X` playing the part of $E$ and `C` marking constants. Set $x=E$, $a=E-E_g$, $u_j=-iPk_j$ and $v_j=iPk_j$ in the determinant identity. Then $\sum_j u_jv_j=P^2|k|^2$, which is `hs`, and cancelling one factor $E$ gives the result. The cancellation is legitimate because $E$ is here a nonzero polynomial, not a number that might vanish.

```lean
/-- The s amplitude of `H ψ` combines the s amplitude of `ψ` with the overlap of its
p amplitudes with `k`. -/
theorem kaneH_mulVec_s (Eg P : ℝ) (k : Fin d → ℝ) (ψ : Unit ⊕ Fin d → ℂ) :
    (kaneH Eg P k *ᵥ ψ) (Sum.inl ()) =
      Eg * ψ (Sum.inl ()) + Complex.I * P * ∑ j, (k j : ℂ) * ψ (Sum.inr j) := by
  simp [kaneH, Matrix.mulVec, dotProduct, Fintype.sum_sum_type, Finset.mul_sum, mul_assoc]
```

The s row reads $(H\psi)_s=E_g\psi_s+iP\sum_j k_j\psi_j$. The symbol `*ᵥ` is matrix times vector.

```lean
/-- The p amplitudes of `H ψ` are the s amplitude of `ψ` times `-i P k`. -/
theorem kaneH_mulVec_p (Eg P : ℝ) (k : Fin d → ℝ) (ψ : Unit ⊕ Fin d → ℂ) (i : Fin d) :
    (kaneH Eg P k *ᵥ ψ) (Sum.inr i) = -(Complex.I * P * k i) * ψ (Sum.inl ()) := by
  simp [kaneH, Matrix.mulVec, dotProduct, Fintype.sum_sum_type]
```

The p rows read $(H\psi)_i=-iPk_i\psi_s$. Here and below, a subscript $i$ labels a p state, while a factor $i$ is the imaginary unit.

```lean
/-- For nonzero `P` and `k`, the zero-energy states are exactly those with no s amplitude
and with p amplitudes orthogonal to `k`. -/
theorem kaneH_kernel_iff (Eg : ℝ) {P : ℝ} (hP : P ≠ 0) {k : Fin d → ℝ} (hk : k ≠ 0)
    (ψ : Unit ⊕ Fin d → ℂ) :
    kaneH Eg P k *ᵥ ψ = 0 ↔
      ψ (Sum.inl ()) = 0 ∧ ∑ j, (k j : ℂ) * ψ (Sum.inr j) = 0 := by
  have hP' : (P : ℂ) ≠ 0 := Complex.ofReal_ne_zero.mpr hP
  constructor
  · intro h
    -- a p row with nonzero coupling removes the s amplitude
    obtain ⟨i, hi⟩ := Function.ne_iff.mp hk
    have hi' : (k i : ℂ) ≠ 0 := Complex.ofReal_ne_zero.mpr hi
    have hp := congrFun h (Sum.inr i)
    rw [kaneH_mulVec_p, Pi.zero_apply] at hp
    have h0 : ψ (Sum.inl ()) = 0 := (mul_eq_zero.mp hp).resolve_left
      (neg_ne_zero.mpr (mul_ne_zero (mul_ne_zero Complex.I_ne_zero hP') hi'))
    have hs := congrFun h (Sum.inl ())
    rw [kaneH_mulVec_s, Pi.zero_apply, h0, mul_zero, zero_add] at hs
    exact ⟨h0, (mul_eq_zero.mp hs).resolve_left (mul_ne_zero Complex.I_ne_zero hP')⟩
  · rintro ⟨h0, h1⟩
    funext i
    rcases i with ⟨⟩ | i
    · rw [kaneH_mulVec_s, h0, h1]
      simp
    · rw [kaneH_mulVec_p, h0]
      simp
```

For $P\neq0$ and $k\neq0$, $H\psi=0$ holds exactly when $\psi_s=0$ and $\sum_jk_j\psi_j=0$. Choose $i$ with $k_i\neq0$: the corresponding p row forces $\psi_s=0$, and the s row then leaves $iP\sum_jk_j\psi_j=0$. Conversely, the two conditions make every row vanish. Since $k$ is real, the second condition is ordinary orthogonality.

The hypothesis $P\ne0$ matters. Take $d=1$, $k=1$, $E_g=1$ and $P=0$: the p state $(0;1)$ has zero energy but is not orthogonal to $k$.

```lean
/-- For nonzero `P` and `k`, the space of zero-energy states has dimension `d - 1`. -/
theorem kaneH_kernel_finrank (Eg : ℝ) {P : ℝ} (hP : P ≠ 0) {k : Fin d → ℝ} (hk : k ≠ 0) :
    Module.finrank ℂ (LinearMap.ker (kaneH Eg P k).mulVecLin) + 1 = d := by
  -- the two independent conditions that cut out the kernel
  let L : (Unit ⊕ Fin d → ℂ) →ₗ[ℂ] ℂ × ℂ :=
    (LinearMap.proj (Sum.inl ()) : (Unit ⊕ Fin d → ℂ) →ₗ[ℂ] ℂ).prod
      (∑ j, (k j : ℂ) • (LinearMap.proj (Sum.inr j) : (Unit ⊕ Fin d → ℂ) →ₗ[ℂ] ℂ))
  have hker : LinearMap.ker (kaneH Eg P k).mulVecLin = LinearMap.ker L := by
    ext ψ
    rw [LinearMap.mem_ker, LinearMap.mem_ker, Matrix.mulVecLin_apply,
      kaneH_kernel_iff Eg hP hk]
    simp [L]
  have hsurj : Function.Surjective L := by
    rintro ⟨a, b⟩
    obtain ⟨i, hi⟩ := Function.ne_iff.mp hk
    have hi' : (k i : ℂ) ≠ 0 := Complex.ofReal_ne_zero.mpr hi
    refine ⟨Sum.elim (fun _ => a) (fun j => if j = i then b / k i else 0), ?_⟩
    simp [L, mul_div_cancel₀, hi']
    try field_simp
  have h := L.finrank_range_add_finrank_ker
  rw [LinearMap.range_eq_top.mpr hsurj, finrank_top] at h
  simp only [Module.finrank_prod, Module.finrank_self, Module.finrank_fintype_fun_eq_card,
    Fintype.card_sum, Fintype.card_unit, Fintype.card_fin] at h
  rw [hker]
  omega
```

The kernel has dimension $d-1$, written as "dimension plus one equals $d$". The map $L\psi=(\psi_s,\sum_jk_j\psi_j)$ has the same kernel as $H$ and reaches all of $\mathbb C^2$, so rank-nullity gives $(d+1)-2=d-1$. For $d=1$ there is no flat band; for $d=3$ there are two. In this spinless model without remote bands, a finite effective mass for those two bands has to come from the omitted terms.

```lean
/-- The vector with s amplitude `E` and p amplitudes `-i P k` satisfies `H ψ = E ψ` exactly
when `E (E - Eg) = P² |k|²`. -/
theorem longitudinal_eigen_iff (Eg P : ℝ) (k : Fin d → ℝ) (E : ℂ) :
    kaneH Eg P k *ᵥ longitudinal P k E = E • longitudinal P k E ↔
      E * (E - Eg) = (P : ℂ) ^ 2 * (kSq k : ℂ) := by
  have hs : ∑ j, (k j : ℂ) * longitudinal P k E (Sum.inr j)
      = -(Complex.I * P) * (kSq k : ℂ) := by
    simp only [kSq, longitudinal, Sum.elim_inr, Complex.ofReal_sum, Finset.mul_sum]
    refine Finset.sum_congr rfl fun j _ => ?_
    push_cast
    ring
  have h0 : longitudinal P k E (Sum.inl ()) = E := rfl
  constructor
  · intro h
    have h1 := congrFun h (Sum.inl ())
    rw [kaneH_mulVec_s, hs, Pi.smul_apply, h0, smul_eq_mul] at h1
    linear_combination -h1 - (P : ℂ) ^ 2 * (kSq k : ℂ) * Complex.I_sq
  · intro h
    funext i
    rcases i with ⟨⟩ | i
    · rw [kaneH_mulVec_s, hs, Pi.smul_apply, h0, smul_eq_mul]
      linear_combination -h - (P : ℂ) ^ 2 * (kSq k : ℂ) * Complex.I_sq
    · rw [kaneH_mulVec_p, Pi.smul_apply, h0, smul_eq_mul]
      simp only [longitudinal, Sum.elim_inr]
      ring
```

The vector $\phi_E$ satisfies $H\phi_E=E\phi_E$ exactly when $E(E-E_g)=P^2|k|^2$. The p rows agree automatically, as both sides are $-iPk_iE$. The s row is $E_gE+P^2|k|^2=E^2$, which `linear_combination` extracts using $i^2=-1$.

If $Pk\neq0$, both roots are nonzero and real, and the normalised state is $\phi_E/\sqrt{E^2+P^2|k|^2}$, with s weight $E/(2E-E_g)$. If $Pk=0$ and $E=0$, $\phi_E$ is the zero vector and the equation holds trivially.

```lean
/-- Every solution of `H ψ = E ψ` with `E ≠ 0` is a multiple of the vector with s amplitude
`E` and p amplitudes `-i P k`. -/
theorem eigenstate_longitudinal (Eg P : ℝ) (k : Fin d → ℝ) {E : ℂ} (hE : E ≠ 0)
    {ψ : Unit ⊕ Fin d → ℂ} (h : kaneH Eg P k *ᵥ ψ = E • ψ) :
    ∃ c : ℂ, ψ = c • longitudinal P k E := by
  refine ⟨ψ (Sum.inl ()) / E, ?_⟩
  funext i
  rcases i with ⟨⟩ | i
  · simp [longitudinal, hE]
  · have hp := congrFun h (Sum.inr i)
    rw [kaneH_mulVec_p, Pi.smul_apply, smul_eq_mul] at hp
    apply mul_left_cancel₀ hE
    rw [← hp, Pi.smul_apply, smul_eq_mul]
    simp only [longitudinal, Sum.elim_inr]
    rw [← mul_assoc, mul_div_cancel₀ _ hE]
    ring

end

end KaneFlatBands
```

Every solution of $H\psi=E\psi$ with $E\neq0$ is a multiple of $\phi_E$. The p rows give $-iPk_i\psi_s=E\psi_i$, hence $\psi=c\,\phi_E$ with $c=\psi_s/E$. Away from zero energy, then, the p part of an eigenstate has no component transverse to $k$.

```lean
#print axioms KaneFlatBands.kaneH_charpoly
#print axioms KaneFlatBands.kaneH_kernel_finrank
#print axioms KaneFlatBands.longitudinal_eigen_iff
#print axioms KaneFlatBands.eigenstate_longitudinal
```

```
'KaneFlatBands.kaneH_charpoly' depends on axioms: [propext, Classical.choice, Quot.sound]
'KaneFlatBands.kaneH_kernel_finrank' depends on axioms: [propext, Classical.choice, Quot.sound]
'KaneFlatBands.longitudinal_eigen_iff' depends on axioms: [propext, Classical.choice, Quot.sound]
'KaneFlatBands.eigenstate_longitudinal' depends on axioms: [propext, Classical.choice, Quot.sound]
```
